# For a stable single-pole response, coupling multiplies the like-pair C6 by (w²/(w² + fK))^(3/2)

Coupling is modelled here as a map on response functions: at each imaginary frequency iu, the response α(u) of a monomer becomes α(u)/(1 + Kα(u)), with one real constant K that doesn't depend on u. If α has a single pole, with strength f > 0 and excitation frequency w > 0, and if w² + fK > 0, then the dispersion coefficient C6 of two identical monomers changes by the factor (w²/(w² + fK))^(3/2), so the uncoupled value is the larger one exactly when K > 0.

```lean
import Mathlib

open Real MeasureTheory Set Filter Topology

namespace CoupledDispersion

noncomputable section

/-- Single-pole response at imaginary frequency `u`, with strength `f` and
excitation frequency `w`. -/
def response (f w u : ℝ) : ℝ := f / (w ^ 2 + u ^ 2)

/-- The response `α` dressed by a coupling `K`: `α / (1 + K α)` at each frequency. -/
def coupled (K : ℝ) (α : ℝ → ℝ) (u : ℝ) : ℝ := α u / (1 + K * α u)

/-- The Casimir-Polder dispersion coefficient of two monomers with responses `α` and `β`. -/
def C6 (α β : ℝ → ℝ) : ℝ := 3 / π * ∫ u in Ioi (0 : ℝ), α u * β u

/-- The integral over positive frequencies of a product of two Lorentzians. -/
theorem lorentzian_pair_integral {a b : ℝ} (ha : 0 < a) (hb : 0 < b) :
    ∫ u in Ioi (0 : ℝ), 1 / ((a ^ 2 + u ^ 2) * (b ^ 2 + u ^ 2))
      = π / (2 * (a * b * (a + b))) := by
  have lim : ∀ c : ℝ, 0 < c →
      Tendsto (fun u : ℝ => arctan (u / c)) atTop (𝓝 (π / 2)) := fun c hc =>
    (Real.tendsto_arctan_atTop.mono_right nhdsWithin_le_nhds).comp
      (tendsto_id.atTop_div_const hc)
  have der : ∀ c : ℝ, 0 < c → ∀ u : ℝ,
      HasDerivAt (fun u : ℝ => arctan (u / c)) (c / (c ^ 2 + u ^ 2)) u := by
    intro c hc u
    refine ((hasDerivAt_id' u).div_const c).arctan.congr_deriv ?_
    have h1 : 1 + (u / c) ^ 2 = (c ^ 2 + u ^ 2) / c ^ 2 := by field_simp
    have h2 : c ^ 2 + u ^ 2 ≠ 0 := by positivity
    rw [h1]
    field_simp
  by_cases hab : a = b
  · -- equal frequencies: the antiderivative has a rational part
    subst hab
    have hG : ∀ u : ℝ, HasDerivAt
        (fun u : ℝ => (u / (a ^ 2 + u ^ 2) + arctan (u / a) / a) / (2 * a ^ 2))
        (1 / ((a ^ 2 + u ^ 2) * (a ^ 2 + u ^ 2))) u := by
      intro u
      have hne : a ^ 2 + u ^ 2 ≠ 0 := by positivity
      have h2 : HasDerivAt (fun u : ℝ => a ^ 2 + u ^ 2) (2 * u) u :=
        ((hasDerivAt_pow 2 u).const_add (a ^ 2)).congr_deriv (by norm_num)
      refine ((((hasDerivAt_id' u).fun_div h2 hne).fun_add
        ((der a ha u).div_const a)).div_const (2 * a ^ 2)).congr_deriv ?_
      field_simp
      ring
    have hr : Tendsto (fun u : ℝ => u / (a ^ 2 + u ^ 2)) atTop (𝓝 0) := by
      refine squeeze_zero' ?_ ?_ tendsto_inv_atTop_zero
      · filter_upwards [eventually_gt_atTop (0 : ℝ)] with u hu
        positivity
      · filter_upwards [eventually_gt_atTop (0 : ℝ)] with u hu
        rw [inv_eq_one_div, div_le_div_iff₀ (by positivity) hu]
        nlinarith [sq_nonneg a]
    have key := integral_Ioi_of_hasDerivAt_of_nonneg' (a := 0) (fun u _ => hG u)
      (fun u _ => by positivity) ((hr.add ((lim a ha).div_const a)).div_const (2 * a ^ 2))
    rw [key]
    simp only [zero_div, Real.arctan_zero, zero_add, ← two_mul]
    field_simp
    ring
  · -- different frequencies: partial fractions
    have hne : b ^ 2 - a ^ 2 ≠ 0 := by
      have h1 : b - a ≠ 0 := sub_ne_zero.mpr (Ne.symm hab)
      have h2 : b + a ≠ 0 := by positivity
      have h3 : b ^ 2 - a ^ 2 = (b - a) * (b + a) := by ring
      rw [h3]
      exact mul_ne_zero h1 h2
    have hG : ∀ u : ℝ, HasDerivAt
        (fun u : ℝ => (arctan (u / a) / a - arctan (u / b) / b) / (b ^ 2 - a ^ 2))
        (1 / ((a ^ 2 + u ^ 2) * (b ^ 2 + u ^ 2))) u := by
      intro u
      have h1 : a ^ 2 + u ^ 2 ≠ 0 := by positivity
      have h2 : b ^ 2 + u ^ 2 ≠ 0 := by positivity
      refine ((((der a ha u).div_const a).fun_sub
        ((der b hb u).div_const b)).div_const (b ^ 2 - a ^ 2)).congr_deriv ?_
      rw [div_eq_iff hne]
      field_simp
      ring
    have key := integral_Ioi_of_hasDerivAt_of_nonneg' (a := 0) (fun u _ => hG u)
      (fun u _ => by positivity)
      ((((lim a ha).div_const a).sub ((lim b hb).div_const b)).div_const (b ^ 2 - a ^ 2))
    rw [key]
    simp only [zero_div, Real.arctan_zero, sub_zero]
    rw [div_eq_div_iff hne (by positivity)]
    field_simp
    ring

/-- Closed form of the dispersion coefficient of two single-pole monomers. -/
theorem C6_pair (f g : ℝ) {a b : ℝ} (ha : 0 < a) (hb : 0 < b) :
    C6 (response f a) (response g b) = 3 * (f * g) / (2 * (a * b * (a + b))) := by
  have h : (fun u => response f a u * response g b u)
      = fun u => f * g * (1 / ((a ^ 2 + u ^ 2) * (b ^ 2 + u ^ 2))) := by
    funext u
    simp only [response]
    rw [div_mul_div_comm, mul_one_div]
  have hpi : π ≠ 0 := Real.pi_ne_zero
  unfold C6
  rw [h, integral_const_mul, lorentzian_pair_integral ha hb]
  field_simp

/-- London's formula: the dispersion coefficient in terms of the static polarizabilities
and the excitation frequencies of the two monomers. -/
theorem london_formula (f g : ℝ) {a b : ℝ} (ha : 0 < a) (hb : 0 < b) :
    C6 (response f a) (response g b)
      = 3 / 2 * (response f a 0 * response g b 0) * (a * b / (a + b)) := by
  rw [C6_pair f g ha hb]
  simp only [response, ne_eq, OfNat.ofNat_ne_zero, not_false_eq_true, zero_pow, add_zero]
  field_simp

/-- The screening factor `1 + K α(u)` of a single-pole response as one fraction. -/
theorem screening_factor (f K u : ℝ) {w : ℝ} (hw : 0 < w) :
    1 + K * response f w u = (w ^ 2 + f * K + u ^ 2) / (w ^ 2 + u ^ 2) := by
  have hD : w ^ 2 + u ^ 2 ≠ 0 := by positivity
  unfold response
  field_simp
  ring

/-- The screening factor vanishes at no real `u` exactly when `w² + f K` is positive. -/
theorem stable_iff (f K : ℝ) {w : ℝ} (hw : 0 < w) :
    (∀ u : ℝ, 1 + K * response f w u ≠ 0) ↔ 0 < w ^ 2 + f * K := by
  constructor
  · intro H
    by_contra hn
    have hn' : w ^ 2 + f * K ≤ 0 := not_lt.mp hn
    -- the pole sits at u² = -(w² + f K)
    apply H (√(-(w ^ 2 + f * K)))
    rw [screening_factor f K _ hw, Real.sq_sqrt (by linarith), add_neg_cancel, zero_div]
  · intro h u
    rw [screening_factor f K u hw]
    exact (div_pos (by nlinarith [sq_nonneg u]) (by positivity)).ne'

/-- Coupling keeps the strength `f` and shifts the excitation frequency to `√(w² + f K)`. -/
theorem coupled_response {f w K : ℝ} (hw : 0 < w) (h : 0 < w ^ 2 + f * K) :
    coupled K (response f w) = response f (√(w ^ 2 + f * K)) := by
  funext u
  have hD : w ^ 2 + u ^ 2 ≠ 0 := by positivity
  unfold coupled
  rw [screening_factor f K u hw]
  simp only [response, Real.sq_sqrt h.le]
  rw [div_div_div_cancel_right₀ hD]

/-- The ratio of coupled to uncoupled `C6` for a like pair is `(w² / (w² + f K))^(3/2)`. -/
theorem C6_ratio {f w K : ℝ} (hf : 0 < f) (hw : 0 < w) (h : 0 < w ^ 2 + f * K) :
    C6 (coupled K (response f w)) (coupled K (response f w))
        / C6 (response f w) (response f w)
      = (w ^ 2 / (w ^ 2 + f * K)) ^ (3 / 2 : ℝ) := by
  have hΩ : 0 < √(w ^ 2 + f * K) := Real.sqrt_pos.mpr h
  have hp : ∀ x : ℝ, 0 ≤ x → (x ^ 2) ^ (3 / 2 : ℝ) = x ^ 3 := by
    intro x hx
    rw [← Real.rpow_natCast x 2, ← Real.rpow_mul hx, ← Real.rpow_natCast x 3]
    congr 1
    norm_num
  have hx : w ^ 2 / (w ^ 2 + f * K) = (w / √(w ^ 2 + f * K)) ^ 2 := by
    rw [div_pow, Real.sq_sqrt h.le]
  rw [coupled_response hw h, C6_pair f f hΩ hΩ, C6_pair f f hw hw, hx,
    hp _ (div_pos hw hΩ).le]
  clear hx
  generalize √(w ^ 2 + f * K) = Ω at hΩ ⊢
  simp only [← two_mul]
  field_simp

/-- For a like pair the uncoupled `C6` exceeds the coupled one exactly when `K > 0`. -/
theorem uncoupled_overbinds_iff {f w K : ℝ} (hf : 0 < f) (hw : 0 < w)
    (h : 0 < w ^ 2 + f * K) :
    C6 (coupled K (response f w)) (coupled K (response f w))
        < C6 (response f w) (response f w) ↔ 0 < K := by
  have hΩ : 0 < √(w ^ 2 + f * K) := Real.sqrt_pos.mpr h
  have e : w < √(w ^ 2 + f * K) ↔ 0 < K := by
    rw [Real.lt_sqrt hw.le, lt_add_iff_pos_right]
    exact mul_pos_iff_of_pos_left hf
  rw [coupled_response hw h, C6_pair f f hΩ hΩ, C6_pair f f hw hw,
    div_lt_div_iff_of_pos_left (by positivity) (by positivity) (by positivity),
    ← e, ← pow_lt_pow_iff_left₀ hw.le hΩ.le three_ne_zero]
  constructor <;> intro h' <;> nlinarith [h']

/-- For two unlike monomers with positive couplings the uncoupled `C6` exceeds the
coupled one. -/
theorem uncoupled_overbinds_pair {f g a b K L : ℝ} (hf : 0 < f) (hg : 0 < g)
    (ha : 0 < a) (hb : 0 < b) (hK : 0 < K) (hL : 0 < L) :
    C6 (coupled K (response f a)) (coupled L (response g b))
      < C6 (response f a) (response g b) := by
  have hA : 0 < a ^ 2 + f * K := by positivity
  have hB : 0 < b ^ 2 + g * L := by positivity
  have hA' := Real.sqrt_pos.mpr hA
  have hB' := Real.sqrt_pos.mpr hB
  -- both excitation frequencies move up
  have h1 : a < √(a ^ 2 + f * K) :=
    (Real.lt_sqrt ha.le).mpr (lt_add_of_pos_right _ (mul_pos hf hK))
  have h2 : b < √(b ^ 2 + g * L) :=
    (Real.lt_sqrt hb.le).mpr (lt_add_of_pos_right _ (mul_pos hg hL))
  have h3 := mul_lt_mul'' h1 h2 ha.le hb.le
  have h4 := mul_lt_mul'' h3 (add_lt_add h1 h2) (mul_pos ha hb).le (add_pos ha hb).le
  rw [coupled_response ha hA, coupled_response hb hB, C6_pair f g hA' hB',
    C6_pair f g ha hb,
    div_lt_div_iff_of_pos_left (by positivity) (by positivity) (by positivity)]
  linarith

end

end CoupledDispersion
```

```lean
#print axioms CoupledDispersion.coupled_response
#print axioms CoupledDispersion.C6_ratio
#print axioms CoupledDispersion.uncoupled_overbinds_iff
#print axioms CoupledDispersion.uncoupled_overbinds_pair
```

```
'CoupledDispersion.coupled_response' depends on axioms: [propext, Classical.choice, Quot.sound]
'CoupledDispersion.C6_ratio' depends on axioms: [propext, Classical.choice, Quot.sound]
'CoupledDispersion.uncoupled_overbinds_iff' depends on axioms: [propext, Classical.choice, Quot.sound]
'CoupledDispersion.uncoupled_overbinds_pair' depends on axioms: [propext, Classical.choice, Quot.sound]
```

## Responses, coupling and C6 as Lean objects

The definition `response f w u` is the dipole polarizability at imaginary frequency iu,

α(u) = f/(w² + u²).

Here u is a real variable, and the static polarizability is α(0) = f/w². The definition `coupled K α` takes a whole response function and returns the dressed one. The definition `C6 α β` is the Casimir–Polder integral for isotropic monomers in atomic units,

C6 = (3/π) ∫₀^∞ α(u) β(u) du,

so the leading dispersion energy at large separation R, without retardation, is −C6/R⁶, and a larger C6 means a stronger attraction there.

The constant K stands for the interaction through which the charge induced in a monomer acts back on that monomer. The Coulomb self-energy of the induced charge is positive and contributes positively to K, while attractive exchange or correlation contributions lower it. The uncoupled response leaves this feedback out.

The theorem `C6_ratio` assumes `0 < f`, `0 < w` and `0 < w ^ 2 + f * K`, and gives the ratio of the coupled to the uncoupled C6 of a like pair. Under the same hypotheses, `uncoupled_overbinds_iff` states that the coupled C6 is smaller if and only if `0 < K`. For unlike monomers, `uncoupled_overbinds_pair` gives an implication for positive strengths and frequencies: if both couplings K and L are positive, the uncoupled C6 is too large. It doesn't treat the cases in which K or L is zero or negative.

"Too large" means larger than the coupled value of the same model. For intermolecular perturbation theory, the result shows how neglecting this feedback within the monomers can bias the dispersion energy, for one pole per monomer and a frequency-independent coupling. Real monomers have many excitations, and their coupling is a matrix or an integral kernel.

## The integral of two Lorentzians

The closed form of C6 rests on one integral, for a, b > 0:

∫₀^∞ du/((a² + u²)(b² + u²)) = π/(2ab(a + b)).

If a ≠ b, partial fractions give

1/((a² + u²)(b² + u²)) = [1/(a² + u²) − 1/(b² + u²)]/(b² − a²),

with the antiderivative

[arctan(u/a)/a − arctan(u/b)/b]/(b² − a²).

It vanishes at u = 0. As u → ∞ it tends to

(π/2)(1/a − 1/b)/(b² − a²) = (π/2)(b − a)/(ab(b − a)(b + a)) = π/(2ab(a + b)).

If a = b, the denominator b² − a² is zero and another antiderivative is needed:

[u/(a² + u²) + arctan(u/a)/a]/(2a²).

The derivative of the bracket is

(a² − u²)/(a² + u²)² + 1/(a² + u²) = 2a²/(a² + u²)²,

which gives the integrand 1/(a² + u²)² after division by 2a². The limit at infinity is π/(4a³), in agreement with the general formula.

The proof of `lorentzian_pair_integral` makes the same case distinction. Its local facts `lim` and `der` supply the limit and the derivative of arctan(u/c). The Mathlib theorem `integral_Ioi_of_hasDerivAt_of_nonneg'` then turns an antiderivative, a nonnegative integrand and a limit at infinity into the value of the integral. For a = b, the rational term is squeezed between 0 and 1/u.

Multiplying by fg and by 3/π gives `C6_pair`, for strengths f, g and frequencies a, b:

C6 = 3fg/(2ab(a + b)).

Since the static polarizabilities are f/a² and g/b², this is London's formula, `london_formula`:

C6 = (3/2) · (f/a²)(g/b²) · ab/(a + b).

## A shifted pole with unchanged strength

For the single-pole response, the screening factor is

1 + Kα(u) = 1 + fK/(w² + u²) = (w² + fK + u²)/(w² + u²).

This is `screening_factor`. If w² + fK > 0, the numerator is positive for every real u. If w² + fK ≤ 0, it vanishes at u = √(−(w² + fK)). Hence the dressed response has a nonzero denominator at every real u exactly when w² + fK > 0, which is the content of `stable_iff`. Physically, the condition says that the squared excitation frequency stays positive after coupling; when it fails, the monomer state whose response is being computed is not a stable reference for linear response in this model.

Let w² + fK > 0. Dividing α(u) by the screening factor cancels w² + u²:

α(u)/(1 + Kα(u)) = f/(w² + fK + u²) = f/(Ω² + u²), with Ω = √(w² + fK).

Coupling therefore keeps the strength f and moves the frequency from w to Ω. The theorem `coupled_response` states this as an equality of functions, proved at each u after `funext`, so the later proofs can replace the coupled response inside `C6` and apply `C6_pair` again.

## The ratio and the sign of K

With equal frequencies, the closed form gives

uncoupled C6 = 3f²/(4w³),
coupled C6 = 3f²/(4Ω³).

Their ratio is

(w/Ω)³ = (w²/Ω²)^(3/2) = (w²/(w² + fK))^(3/2).

In `C6_ratio`, the local fact `hp` is the identity (x²)^(3/2) = x³ for x ≥ 0, which links the real exponent 3/2 to the ordinary cube. After that the square root is replaced by a positive variable Ω, and the rest is algebra with fractions.

For the criterion, the two coefficients have the same positive numerator, so the coupled one is smaller exactly when its denominator is larger:

Ω³ > w³ ⇔ Ω > w ⇔ w² + fK > w² ⇔ fK > 0 ⇔ K > 0.

The last step uses f > 0. The proof of `uncoupled_overbinds_iff` follows this chain: `div_lt_div_iff_of_pos_left` compares the denominators, `pow_lt_pow_iff_left₀` passes between the frequencies and their cubes, and the local equivalence `e` relates the frequencies to the sign of K.

For unlike monomers with K, L > 0, the frequencies move up to A = √(a² + fK) > a and B = √(b² + gL) > b. Then AB > ab and A + B > a + b, so

AB(A + B) > ab(a + b),

and the coupled C6, which has the larger denominator, is smaller. In `uncoupled_overbinds_pair`, the facts `h1` and `h2` are A > a and B > b, `h3` is AB > ab, and `h4` is the last inequality; the one for the sums is supplied by `add_lt_add` inside the proof of `h4`.

## Two couplings worked through

Take f = 1 and w = 1, so the uncoupled C6 is 3/4.

For K = 3, the new frequency is Ω = √(1 + 3) = 2. The static polarizability falls from 1 to 1/4, and the coupled C6 is 3/(4 · 8) = 3/32. The ratio is (1/4)^(3/2) = 1/8, so the uncoupled value is eight times too large.

For K = −3/4, the stability condition still holds, since 1 − 3/4 = 1/4 > 0. Now Ω = 1/2, the static polarizability rises to 4, and the coupled C6 is 3/(4 · 1/8) = 6. The ratio is 4^(3/2) = 8, and the uncoupled value is too small by that factor.
